# The thermal BCS gap equation for finitely many levels with a common gap

One way to solve the finite-temperature BCS model with a common gap is fixed-point iteration: take a trial gap $\Delta$, compute the thermal pair amplitude of every level, and multiply the sum of these amplitudes by the coupling to obtain the next gap. For a mean-field Hamiltonian that couples only two fermion modes per level, the amplitude has a closed form, so the loop needs one hyperbolic tangent per level and no matrix exponential.

## Pair amplitude, occupation and gap condition

Let $a$ and $b$ annihilate the two modes of a level, for example $(\mathbf k,\uparrow)$ and $(-\mathbf k,\downarrow)$. With real level energy $\xi$, measured from the chemical potential, and complex gap $\Delta$, put

$$H=\xi(a^\dagger a+b^\dagger b)-\Delta\,a^\dagger b^\dagger-\Delta^*\,ba,\qquad E=\sqrt{\xi^2+|\Delta|^2}.$$

Let $\beta$ be the inverse temperature, $Z=\operatorname{tr}e^{-\beta H}$ and $\langle X\rangle=\operatorname{tr}(Xe^{-\beta H})/Z$. Then

$$Z=4e^{-\beta\xi}\cosh^2\frac{\beta E}{2},\qquad 2E\langle ba\rangle=\Delta\tanh\frac{\beta E}{2},\qquad 2E\langle a^\dagger a\rangle=E-\xi\tanh\frac{\beta E}{2}.$$

For levels $k$ in a finite set $s$, with energies $\xi_k$, a common gap $\Delta\neq0$ and a real coupling $g$,

$$\Delta=g\sum_{k\in s}\langle ba\rangle_k\quad\Longleftrightarrow\quad 1=g\sum_{k\in s}\frac{\tanh(\beta E_k/2)}{2E_k},$$

where $\langle ba\rangle_k$ and $E_k$ are the average and the quasiparticle energy at $\xi=\xi_k$.

## Where a gap solver uses the equivalence

A fixed-point solver iterates the left-hand condition; a root finder can solve the scalar equation on the right for $|\Delta|$. The two agree on nonzero gaps. The phase of $\Delta$ does not enter the scalar equation.

The signs have to match. If a code writes the pairing terms with plus signs, $\langle ba\rangle$ changes sign, and the self-consistency condition needs a compensating minus sign.

## From three projectors to the tanh

Number the basis states 0 (empty), 1 ($b$ filled), 2 ($a$ filled) and 3 (both filled), with $|3\rangle=a^\dagger b^\dagger|0\rangle$. States 1 and 2 have energy $\xi$. The pairing terms couple only states 0 and 3, whose diagonal energies are $0$ and $2\xi$.

Write $H=\xi+K$. On states 0 and 3,

$$K=\begin{pmatrix}-\xi&-\Delta^*\\-\Delta&\xi\end{pmatrix},$$

and $K$ vanishes on states 1 and 2. Let $D$ project onto states 0 and 3. Multiplication gives $K^2=(\xi^2+|\Delta|^2)D=E^2D$.

Take $E>0$ first. The operators $P_\pm=\tfrac12(D\pm K/E)$ and $1-D$ are spectral projectors of $H$ with eigenvalues $\xi\pm E$ and $\xi$. Hence

$$\begin{aligned}e^{-\beta H}&=e^{-\beta\xi}\left[e^{-\beta E}P_++e^{\beta E}P_-+(1-D)\right]\\&=e^{-\beta\xi}\left[\cosh(\beta E)\,D-\frac{\sinh(\beta E)}{E}K+(1-D)\right].\end{aligned}$$

Since $\operatorname{tr}D=\operatorname{tr}(1-D)=2$ and $\operatorname{tr}K=0$,

$$Z=2e^{-\beta\xi}(1+\cosh\beta E)=4e^{-\beta\xi}\cosh^2\frac{\beta E}{2}.$$

The operator $ba$ is $|0\rangle\langle3|$, so its trace against the Gibbs operator is the entry in row 3, column 0:

$$\langle ba\rangle=\frac{e^{-\beta\xi}\Delta\sinh(\beta E)/E}{4e^{-\beta\xi}\cosh^2(\beta E/2)}=\frac{\Delta}{2E}\tanh\frac{\beta E}{2},$$

using $\sinh x=2\sinh(x/2)\cosh(x/2)$. The number operator $a^\dagger a$ picks out diagonal entries 2 and 3:

$$\langle a^\dagger a\rangle=\frac{1+\cosh\beta E-(\xi/E)\sinh\beta E}{4\cosh^2(\beta E/2)}=\frac12-\frac{\xi}{2E}\tanh\frac{\beta E}{2}.$$

If $E=0$, then $\xi=\Delta=0$ and $H=0$. This gives $Z=4$, as the formula says, and the two identities multiplied by $2E$ read $0=0$.

For $\Delta\neq0$ every $E_k$ is positive. Summing the amplitudes gives

$$g\sum_{k\in s}\langle ba\rangle_k=\Delta\,g\sum_{k\in s}\frac{\tanh(\beta E_k/2)}{2E_k},$$

and cancelling $\Delta$ yields the equivalence.

## The Lean file

```lean
import Mathlib

open Matrix

namespace ThermalBCS

noncomputable section

/-- Annihilator of the first mode in the basis (empty, b filled, a filled, both filled). -/
def modeA : Matrix (Fin 4) (Fin 4) ℂ :=
  !![0, 0, 1, 0; 0, 0, 0, 1; 0, 0, 0, 0; 0, 0, 0, 0]

/-- Annihilator of the second mode, with its Jordan-Wigner sign. -/
def modeB : Matrix (Fin 4) (Fin 4) ℂ :=
  !![0, 1, 0, 0; 0, 0, 0, 0; 0, 0, 0, -1; 0, 0, 0, 0]

/-- The mean-field pairing Hamiltonian with level energy `ξ` and complex gap `Δ`. -/
def hamiltonian (ξ : ℝ) (Δ : ℂ) : Matrix (Fin 4) (Fin 4) ℂ :=
  (ξ : ℂ) • (modeAᴴ * modeA + modeBᴴ * modeB) - Δ • (modeAᴴ * modeBᴴ)
    - star Δ • (modeB * modeA)

/-- The quasiparticle energy `E = √(ξ² + |Δ|²)`. -/
def energy (ξ : ℝ) (Δ : ℂ) : ℝ := Real.sqrt (ξ ^ 2 + ‖Δ‖ ^ 2)

/-- The unnormalised Gibbs operator `exp(-βH)`. -/
def gibbs (β ξ : ℝ) (Δ : ℂ) : Matrix (Fin 4) (Fin 4) ℂ :=
  NormedSpace.exp ((-(β : ℂ)) • hamiltonian ξ Δ)

/-- The partition function `Z = tr exp(-βH)`. -/
def partitionFunction (β ξ : ℝ) (Δ : ℂ) : ℂ := (gibbs β ξ Δ).trace

/-- The thermal average `tr(X exp(-βH)) / Z` of an operator `X`. -/
def thermalAverage (β ξ : ℝ) (Δ : ℂ) (X : Matrix (Fin 4) (Fin 4) ℂ) : ℂ :=
  (X * gibbs β ξ Δ).trace / partitionFunction β ξ Δ

/-- The two modes satisfy the canonical anticommutation relations. -/
theorem anticommutation :
    modeA * modeAᴴ + modeAᴴ * modeA = 1 ∧ modeB * modeBᴴ + modeBᴴ * modeB = 1 ∧
    modeA * modeB + modeB * modeA = 0 ∧ modeA * modeBᴴ + modeBᴴ * modeA = 0 ∧
    modeA * modeA = 0 ∧ modeB * modeB = 0 := by
  refine ⟨?_, ?_, ?_, ?_, ?_, ?_⟩ <;> ext i j <;> fin_cases i <;> fin_cases j <;>
    simp [modeA, modeB, Matrix.mul_apply, Matrix.vecMul, dotProduct, Fin.sum_univ_four]

/-- The explicit matrix of the Hamiltonian in the basis (empty, b filled, a filled, both filled). -/
theorem hamiltonian_eq (ξ : ℝ) (Δ : ℂ) : hamiltonian ξ Δ =
    !![0, 0, 0, -star Δ; 0, (ξ : ℂ), 0, 0; 0, 0, (ξ : ℂ), 0; -Δ, 0, 0, 2 * (ξ : ℂ)] := by
  ext i j
  fin_cases i <;> fin_cases j <;>
    simp [hamiltonian, modeA, modeB, Matrix.mul_apply, Fin.sum_univ_four]
  ring

/-- The square of the quasiparticle energy is `ξ² + |Δ|²`. -/
theorem energy_sq (ξ : ℝ) (Δ : ℂ) : energy ξ Δ ^ 2 = ξ ^ 2 + ‖Δ‖ ^ 2 :=
  Real.sq_sqrt (by positivity)

/-- Closed form of the Gibbs operator, multiplied by the quasiparticle energy. -/
theorem energy_smul_gibbs (β ξ : ℝ) (Δ : ℂ) :
    (energy ξ Δ : ℂ) • gibbs β ξ Δ = ((Real.exp (-(β * ξ)) : ℝ) : ℂ) •
      !![(energy ξ Δ : ℂ) * Real.cosh (β * energy ξ Δ) + ξ * Real.sinh (β * energy ξ Δ), 0, 0,
          star Δ * Real.sinh (β * energy ξ Δ);
        0, (energy ξ Δ : ℂ), 0, 0;
        0, 0, (energy ξ Δ : ℂ), 0;
        Δ * Real.sinh (β * energy ξ Δ), 0, 0,
          (energy ξ Δ : ℂ) * Real.cosh (β * energy ξ Δ) - ξ * Real.sinh (β * energy ξ Δ)] := by
  -- The exponential series summed on three spectral projectors.
  have spectral : ∀ (A P Q R : Matrix (Fin 4) (Fin 4) ℂ) (p q r : ℂ), P + Q + R = 1 →
      P * A = p • P → Q * A = q • Q → R * A = r • R →
      NormedSpace.exp A = Complex.exp p • P + Complex.exp q • Q + Complex.exp r • R := by
    intro A P Q R p q r h1 hP hQ hR
    have hpow : ∀ n : ℕ, A ^ n = p ^ n • P + q ^ n • Q + r ^ n • R := by
      intro n
      induction n with
      | zero => simp only [pow_zero, one_smul, h1]
      | succ n ih =>
        rw [pow_succ, ih]
        simp only [add_mul, smul_mul_assoc, hP, hQ, hR, smul_smul, pow_succ]
    have key : ∀ z : ℂ, HasSum (fun n : ℕ => (n.factorial : ℂ)⁻¹ * z ^ n)
        (Complex.exp z) := by
      intro z
      have h := NormedSpace.expSeries_div_hasSum_exp z
      rw [← Complex.exp_eq_exp_ℂ] at h
      simpa only [div_eq_inv_mul] using h
    have hs := (((key p).smul_const P).add ((key q).smul_const Q)).add ((key r).smul_const R)
    refine (congrFun (NormedSpace.exp_eq_tsum ℂ) A).trans ?_
    refine Eq.trans (tsum_congr fun n => ?_) hs.tsum_eq
    rw [hpow n]
    simp only [smul_add, smul_smul]
  have hE2 : (energy ξ Δ : ℂ) ^ 2 = (ξ : ℂ) ^ 2 + Δ * star Δ := by
    have hn : Δ * star Δ = ((‖Δ‖ ^ 2 : ℝ) : ℂ) := by
      rw [← Complex.normSq_eq_norm_sq, ← Complex.mul_conj]; rfl
    rw [hn]
    exact_mod_cast energy_sq ξ Δ
  rw [gibbs, hamiltonian_eq]
  generalize star Δ = c at hE2 ⊢
  generalize energy ξ Δ = E at hE2 ⊢
  by_cases hE : (E : ℂ) = 0
  · have hE' : E = 0 := by exact_mod_cast hE
    subst hE'
    ext i j
    fin_cases i <;> fin_cases j <;> simp
  -- Split off the level energy: H = ξ + K with K² = E² D.
  obtain ⟨K, hK⟩ : ∃ K : Matrix (Fin 4) (Fin 4) ℂ,
    K = !![-(ξ : ℂ), 0, 0, -c; 0, 0, 0, 0; 0, 0, 0, 0; -Δ, 0, 0, (ξ : ℂ)] := ⟨_, rfl⟩
  obtain ⟨D, hD⟩ : ∃ D : Matrix (Fin 4) (Fin 4) ℂ,
    D = !![1, 0, 0, 0; 0, 0, 0, 0; 0, 0, 0, 0; 0, 0, 0, 1] := ⟨_, rfl⟩
  have hA : !![0, 0, 0, -c; 0, (ξ : ℂ), 0, 0; 0, 0, (ξ : ℂ), 0; -Δ, 0, 0, 2 * (ξ : ℂ)]
      = (ξ : ℂ) • (1 : Matrix (Fin 4) (Fin 4) ℂ) + K := by
    rw [hK]; ext i j
    fin_cases i <;> fin_cases j <;> simp
    ring
  have hDK : D * K = K := by
    rw [hK, hD]; ext i j
    fin_cases i <;> fin_cases j <;> simp [Matrix.mul_apply, Fin.sum_univ_four]
  have hKK : K * K = ((E : ℂ) ^ 2) • D := by
    rw [hE2, hK, hD]; ext i j
    fin_cases i <;> fin_cases j <;> simp [Matrix.mul_apply, Fin.sum_univ_four] <;> ring
  obtain ⟨e, he⟩ : ∃ e : ℂ, e * E = 1 := ⟨(E : ℂ)⁻¹, inv_mul_cancel₀ hE⟩
  have he1 : (e * E) • K = K := by rw [he, one_smul]
  have heK : e • (K * K) = (E : ℂ) • D := by
    rw [hKK, smul_smul]; congr 1; linear_combination (E : ℂ) * he
  have hexp := spectral ((-(β : ℂ)) • ((ξ : ℂ) • (1 : Matrix (Fin 4) (Fin 4) ℂ) + K))
    ((1 / 2 : ℂ) • (D + e • K)) ((1 / 2 : ℂ) • (D - e • K)) (1 - D)
    (-(β : ℂ) * (ξ + E)) (-(β : ℂ) * (ξ - E)) (-(β : ℂ) * ξ) (by module)
    (by
      simp only [add_mul, mul_add, smul_mul_assoc, mul_smul_comm, mul_one]
      linear_combination (norm := module)
        (-(β : ℂ) / 2) • hDK + (-(β : ℂ) / 2) • heK + ((β : ℂ) / 2) • he1)
    (by
      simp only [sub_mul, mul_add, smul_mul_assoc, mul_smul_comm, mul_one]
      linear_combination (norm := module)
        (-(β : ℂ) / 2) • hDK + ((β : ℂ) / 2) • heK + ((β : ℂ) / 2) • he1)
    (by
      simp only [sub_mul, mul_add, mul_smul_comm, mul_one, one_mul]
      linear_combination (norm := module) (β : ℂ) • hDK)
  have hp : Complex.exp (-(β : ℂ) * (ξ + E)) = ((Real.exp (-(β * ξ)) : ℝ) : ℂ) *
      (((Real.cosh (β * E) : ℝ) : ℂ) - ((Real.sinh (β * E) : ℝ) : ℂ)) := by
    push_cast
    rw [Complex.cosh_sub_sinh, ← Complex.exp_add]; congr 1; ring
  have hq : Complex.exp (-(β : ℂ) * (ξ - E)) = ((Real.exp (-(β * ξ)) : ℝ) : ℂ) *
      (((Real.cosh (β * E) : ℝ) : ℂ) + ((Real.sinh (β * E) : ℝ) : ℂ)) := by
    push_cast
    rw [Complex.cosh_add_sinh, ← Complex.exp_add]; congr 1; ring
  have hr : Complex.exp (-(β : ℂ) * ξ) = ((Real.exp (-(β * ξ)) : ℝ) : ℂ) := by
    push_cast; ring_nf
  rw [hA, hexp, hp, hq, hr]
  generalize ((Real.exp (-(β * ξ)) : ℝ) : ℂ) = x
  generalize ((Real.cosh (β * E) : ℝ) : ℂ) = C
  generalize ((Real.sinh (β * E) : ℝ) : ℂ) = S
  trans x • ((C * E) • D - S • K + (E : ℂ) • (1 - D))
  · linear_combination (norm := module) (-(x * S)) • he1
  · congr 1
    rw [hK, hD]; ext i j
    fin_cases i <;> fin_cases j <;> simp <;> ring

/-- Half-angle formulas for the hyperbolic cosine and sine. -/
theorem half_angle (x : ℝ) : Real.cosh x = 2 * Real.cosh (x / 2) ^ 2 - 1 ∧
    Real.sinh x = 2 * Real.sinh (x / 2) * Real.cosh (x / 2) := by
  have hc := Real.cosh_two_mul (x / 2)
  have hs := Real.sinh_two_mul (x / 2)
  rw [show 2 * (x / 2) = x by ring] at hc hs
  exact ⟨by linear_combination hc - Real.cosh_sq (x / 2), hs⟩

/-- The partition function is `Z = 4 exp(-βξ) cosh²(βE/2)`. -/
theorem partitionFunction_eq (β ξ : ℝ) (Δ : ℂ) : partitionFunction β ξ Δ =
    ((4 * Real.exp (-(β * ξ)) * Real.cosh (β * energy ξ Δ / 2) ^ 2 : ℝ) : ℂ) := by
  by_cases hE : energy ξ Δ = 0
  · -- Without level energy and gap the Hamiltonian vanishes.
    have h := energy_sq ξ Δ
    rw [hE] at h
    have hξ : ξ = 0 := pow_eq_zero_iff two_ne_zero |>.mp
      (by nlinarith [sq_nonneg ξ, sq_nonneg ‖Δ‖] : ξ ^ 2 = 0)
    have hΔ : Δ = 0 := norm_eq_zero.mp (pow_eq_zero_iff two_ne_zero |>.mp
      (by nlinarith [sq_nonneg ξ, sq_nonneg ‖Δ‖] : ‖Δ‖ ^ 2 = 0))
    rw [hE, hξ, hΔ]
    simp [partitionFunction, gibbs, hamiltonian, NormedSpace.exp_zero]
  · -- Add up the four diagonal entries of the Gibbs operator.
    have h0 : (energy ξ Δ : ℂ) * gibbs β ξ Δ 0 0 = ((Real.exp (-(β * ξ)) : ℝ) : ℂ) *
        ((energy ξ Δ : ℂ) * ((Real.cosh (β * energy ξ Δ) : ℝ) : ℂ)
          + ξ * ((Real.sinh (β * energy ξ Δ) : ℝ) : ℂ)) :=
      congrFun (congrFun (energy_smul_gibbs β ξ Δ) 0) 0
    have h1 : (energy ξ Δ : ℂ) * gibbs β ξ Δ 1 1 =
        ((Real.exp (-(β * ξ)) : ℝ) : ℂ) * (energy ξ Δ : ℂ) :=
      congrFun (congrFun (energy_smul_gibbs β ξ Δ) 1) 1
    have h2 : (energy ξ Δ : ℂ) * gibbs β ξ Δ 2 2 =
        ((Real.exp (-(β * ξ)) : ℝ) : ℂ) * (energy ξ Δ : ℂ) :=
      congrFun (congrFun (energy_smul_gibbs β ξ Δ) 2) 2
    have h3 : (energy ξ Δ : ℂ) * gibbs β ξ Δ 3 3 = ((Real.exp (-(β * ξ)) : ℝ) : ℂ) *
        ((energy ξ Δ : ℂ) * ((Real.cosh (β * energy ξ Δ) : ℝ) : ℂ)
          - ξ * ((Real.sinh (β * energy ξ Δ) : ℝ) : ℂ)) :=
      congrFun (congrFun (energy_smul_gibbs β ξ Δ) 3) 3
    apply mul_left_cancel₀ (Complex.ofReal_ne_zero.mpr hE)
    rw [partitionFunction, Matrix.trace, Fin.sum_univ_four]
    simp only [Matrix.diag_apply]
    rw [(half_angle (β * energy ξ Δ)).1] at h0 h3
    push_cast at h0 h1 h2 h3 ⊢
    linear_combination h0 + h1 + h2 + h3

/-- The thermal pair amplitude satisfies `2E⟨ba⟩ = Δ tanh(βE/2)`. -/
theorem pair_amplitude (β ξ : ℝ) (Δ : ℂ) :
    2 * (energy ξ Δ : ℂ) * thermalAverage β ξ Δ (modeB * modeA) =
      Δ * ((Real.tanh (β * energy ξ Δ / 2) : ℝ) : ℂ) := by
  have ht : (modeB * modeA * gibbs β ξ Δ).trace = gibbs β ξ Δ 3 0 := by
    simp [modeA, modeB, Matrix.trace, Matrix.vecMul, dotProduct, Fin.sum_univ_four]
  have h : (energy ξ Δ : ℂ) * gibbs β ξ Δ 3 0 = ((Real.exp (-(β * ξ)) : ℝ) : ℂ) *
      (Δ * ((Real.sinh (β * energy ξ Δ) : ℝ) : ℂ)) :=
    congrFun (congrFun (energy_smul_gibbs β ξ Δ) 3) 0
  have hx := Complex.ofReal_ne_zero.mpr (Real.exp_pos (-(β * ξ))).ne'
  have hc := Complex.ofReal_ne_zero.mpr (Real.cosh_pos (β * energy ξ Δ / 2)).ne'
  rw [thermalAverage, ht, mul_assoc, ← mul_div_assoc, h, partitionFunction_eq,
    (half_angle (β * energy ξ Δ)).2, Real.tanh_eq_sinh_div_cosh]
  generalize Real.exp (-(β * ξ)) = x at hx ⊢
  generalize Real.cosh (β * energy ξ Δ / 2) = C at hc ⊢
  generalize Real.sinh (β * energy ξ Δ / 2) = S
  push_cast
  field_simp
  ring

/-- The thermal occupation of the first mode satisfies `2E⟨a†a⟩ = E - ξ tanh(βE/2)`. -/
theorem occupation (β ξ : ℝ) (Δ : ℂ) :
    2 * (energy ξ Δ : ℂ) * thermalAverage β ξ Δ (modeAᴴ * modeA) =
      ((energy ξ Δ - ξ * Real.tanh (β * energy ξ Δ / 2) : ℝ) : ℂ) := by
  have ht : (modeAᴴ * modeA * gibbs β ξ Δ).trace = gibbs β ξ Δ 2 2 + gibbs β ξ Δ 3 3 := by
    simp [modeA, Matrix.trace, Matrix.mul_apply, Fin.sum_univ_four]
  have h2 : (energy ξ Δ : ℂ) * gibbs β ξ Δ 2 2 =
      ((Real.exp (-(β * ξ)) : ℝ) : ℂ) * (energy ξ Δ : ℂ) :=
    congrFun (congrFun (energy_smul_gibbs β ξ Δ) 2) 2
  have h3 : (energy ξ Δ : ℂ) * gibbs β ξ Δ 3 3 = ((Real.exp (-(β * ξ)) : ℝ) : ℂ) *
      ((energy ξ Δ : ℂ) * ((Real.cosh (β * energy ξ Δ) : ℝ) : ℂ)
        - ξ * ((Real.sinh (β * energy ξ Δ) : ℝ) : ℂ)) :=
    congrFun (congrFun (energy_smul_gibbs β ξ Δ) 3) 3
  have hx := Complex.ofReal_ne_zero.mpr (Real.exp_pos (-(β * ξ))).ne'
  have hc := Complex.ofReal_ne_zero.mpr (Real.cosh_pos (β * energy ξ Δ / 2)).ne'
  rw [thermalAverage, ht, mul_assoc, ← mul_div_assoc, mul_add, h2, h3, partitionFunction_eq,
    (half_angle (β * energy ξ Δ)).1, (half_angle (β * energy ξ Δ)).2,
    Real.tanh_eq_sinh_div_cosh]
  generalize Real.exp (-(β * ξ)) = x at hx ⊢
  generalize Real.cosh (β * energy ξ Δ / 2) = C at hc ⊢
  generalize Real.sinh (β * energy ξ Δ / 2) = S
  push_cast
  field_simp
  ring

/-- For a nonzero gap, the pair amplitude per unit gap is `tanh(βE/2) / (2E)`. -/
theorem pair_amplitude_div_gap (β ξ : ℝ) {Δ : ℂ} (hΔ : Δ ≠ 0) :
    thermalAverage β ξ Δ (modeB * modeA) / Δ =
      ((Real.tanh (β * energy ξ Δ / 2) / (2 * energy ξ Δ) : ℝ) : ℂ) := by
  have hn : 0 < ‖Δ‖ := norm_pos_iff.mpr hΔ
  have hE : 0 < energy ξ Δ := Real.sqrt_pos.mpr (by positivity)
  have h := pair_amplitude β ξ Δ
  have hne : ((2 * energy ξ Δ : ℝ) : ℂ) ≠ 0 := Complex.ofReal_ne_zero.mpr (by positivity)
  rw [Complex.ofReal_div, div_eq_div_iff hΔ hne]
  push_cast at h ⊢
  linear_combination h

/-- A nonzero gap equals `g` times the summed pair amplitudes of finitely many levels exactly
when it solves the thermal BCS gap equation. -/
theorem gap_equation {ι : Type*} (s : Finset ι) (ξ : ι → ℝ) (g β : ℝ) {Δ : ℂ} (hΔ : Δ ≠ 0) :
    Δ = (g : ℂ) * ∑ k ∈ s, thermalAverage β (ξ k) Δ (modeB * modeA) ↔
      1 = g * ∑ k ∈ s, Real.tanh (β * energy (ξ k) Δ / 2) / (2 * energy (ξ k) Δ) := by
  have hs : ∑ k ∈ s, thermalAverage β (ξ k) Δ (modeB * modeA) = Δ *
      ((∑ k ∈ s, Real.tanh (β * energy (ξ k) Δ / 2) / (2 * energy (ξ k) Δ) : ℝ) : ℂ) := by
    rw [Complex.ofReal_sum, Finset.mul_sum]
    refine Finset.sum_congr rfl fun k _ => ?_
    rw [← pair_amplitude_div_gap β (ξ k) hΔ]
    field_simp
  rw [hs]
  generalize (∑ k ∈ s, Real.tanh (β * energy (ξ k) Δ / 2) / (2 * energy (ξ k) Δ)) = T
  constructor
  · intro h
    have h' : (1 : ℂ) = g * T := mul_left_cancel₀ hΔ (by linear_combination h)
    exact_mod_cast h'
  · intro h
    have h' : (1 : ℂ) = g * T := by exact_mod_cast h
    linear_combination Δ * h'

end

end ThermalBCS
```

```lean
#print axioms ThermalBCS.anticommutation
-- 'ThermalBCS.anticommutation' depends on axioms: [propext, Classical.choice, Quot.sound]
#print axioms ThermalBCS.occupation
-- 'ThermalBCS.occupation' depends on axioms: [propext, Classical.choice, Quot.sound]
#print axioms ThermalBCS.gap_equation
-- 'ThermalBCS.gap_equation' depends on axioms: [propext, Classical.choice, Quot.sound]
```

## How the Lean statements and proofs match the matrices

`modeA` and `modeB` are explicit $4\times4$ complex matrices, with the Jordan-Wigner sign in `modeB`; `anticommutation` checks their algebra entry by entry. The superscript `ᴴ` is the adjoint and `star Δ` is $\Delta^*$. `gibbs` is the matrix exponential itself, and `thermalAverage` divides by its trace. The parameters `β` and `ξ` range over all real numbers.

`hamiltonian_eq` supplies the matrix of $H$, and `energy_sq` the square of $E$. The main work is in `energy_smul_gibbs`, which gives $Ee^{-\beta H}$ in closed form, so that $E=0$ is included. Its internal statement `spectral` proves by induction that $A^n=p^nP+q^nQ+r^nR$, then sums the exponential series. The facts `hDK` and `hKK` are $DK=K$ and $K^2=E^2D$; they verify the eigenvalue relations for the three projectors.

`half_angle` provides the hyperbolic identities. `partitionFunction_eq` adds the four diagonal entries and cancels $E$, with a separate case for $E=0$. `pair_amplitude` and `occupation` reduce their traces to the entries used above, and `field_simp` and `ring` finish the algebra. `pair_amplitude_div_gap` divides by the gap under the hypothesis `hΔ : Δ ≠ 0`. Finally, `gap_equation` factors $\Delta$ out of the sum over `s` and cancels it.

## One gap, independent levels, exact arithmetic

The theorems fix the prefactors, signs and half-angles that a solver for this mean-field model should reproduce. They do not say that a nonzero solution exists or is unique, that an iteration converges, or how rounding errors behave.

The self-consistency condition is one side of an equivalence; it is not derived from an interacting Hamiltonian. The coupling $g$ stands for a pairing interaction of equal strength between all levels, which is why one gap serves them all. A level-dependent gap, a continuum of levels and the zero-temperature limit are not treated.

Each average is computed in the four-dimensional space of its own level. The Hamiltonians also omit the constant energy that mean-field decoupling of the pairing interaction produces, which is $|\Delta|^2/g$ for the whole set of levels. That constant cancels in thermal averages, but a code that compares free energies at different gaps and fixed chemical potential must add it once to the sum of $-\beta^{-1}\ln Z$ over the levels.
